# Plasmon dispersion of finitely many streams with zero mean velocity: the q² coefficient of w² is 3⟨v²⟩

In a long-wavelength calculation on a warm electron gas, the plasmon frequency w at small wave number q is often not found by solving ε(q, w) = 0. One writes instead

  w² ≈ w0² + 3⟨v²⟩ q²,

where w0 is the plasma frequency and ⟨v²⟩ is the mean square of the velocity component along the wave vector. The theorems below justify this step as a limit q → 0 for a collisionless gas of finitely many velocity streams with zero mean velocity, given a real branch of roots that tends to w0. In this mean-field model, where the electrons interact only through their common electric field, the velocity distribution enters the q² coefficient only through ⟨v²⟩. The Bohm–Gross form, with ⟨v²⟩ = kT/m for a Maxwell distribution at temperature T (k is Boltzmann's constant, m the electron mass), has this shape, but the Maxwell distribution is continuous and is not covered by the finite sums treated here. Only a real branch of roots is followed, so Landau damping and any complex roots of the dielectric function ε lie outside the theorems.

## Streams and their dielectric function

The streams are labelled by i in a finite type `ι`. Stream i has a real velocity vᵢ along the wave vector and carries a fraction pᵢ of the density n.

```lean
import Mathlib

open Filter Topology

namespace PlasmonDispersion

noncomputable section

variable {ι : Type*} [Fintype ι]
```

The average of a quantity f over the streams is ⟨f⟩ = ∑ᵢ pᵢ fᵢ.

```lean
/-- Average of the quantity `f` over velocity streams with weights `p`. -/
def mean (p f : ι → ℝ) : ℝ := ∑ i, p i * f i
```

Take a longitudinal field E varying as exp(i(qx − wt)), electrons of charge −e, and the vacuum permittivity ε₀. As a factor, i is the imaginary unit; as a subscript, it is the stream label. The linearised equations of motion and continuity for the velocity and density perturbations δvᵢ, δnᵢ of stream i, together with Poisson's equation, read

  −i(w − q vᵢ) δvᵢ = −eE/m,
  (w − q vᵢ) δnᵢ = n pᵢ q δvᵢ,
  i q E = −(e/ε₀) ∑ᵢ δnᵢ.

Eliminating δvᵢ and δnᵢ leaves ε E = 0 with

  ε(q, w) = 1 − ∑ᵢ pᵢ w0²/(w − q vᵢ)²,  w0² = n e²/(ε₀ m).

Lean takes this formula as the definition of `dielectric`, and `w0` is a free real number standing for the plasma frequency. Exchange, correlation and quantum recoil are not in the model.

```lean
/-- Longitudinal dielectric function `ε(q, w) = 1 - ∑ pᵢ w0² / (w - q vᵢ)²` of streams with
velocities `v`, weights `p` and squared plasma frequency `w0²`. -/
def dielectric (p v : ι → ℝ) (w0 q w : ℝ) : ℝ :=
  1 - ∑ i, p i * (w0 ^ 2 / (w - q * v i) ^ 2)
```

## Exact expansion of one stream's response

For a stream of velocity c, put the first two terms of the expansion in q over a common denominator. Since

  (w + 2qc)(w − qc)² = w³ − 3w q²c² + 2q³c³,

one finds

  w²/(w − qc)² − 1 − 2qc/w = q² K,  K = c²(3w − 2qc)/(w (w − qc)²).

The function K(w, q, c) is `kernel`.

```lean
/-- The function `c² (3w - 2qc) / (w (w - qc)²)` for a stream of velocity `c`. -/
def kernel (w q c : ℝ) : ℝ := c ^ 2 * (3 * w - 2 * q * c) / (w * (w - q * c) ^ 2)
```

The identity requires w ≠ 0 and w − qc ≠ 0. In `doppler_expansion`, `field_simp` clears the denominators and `ring` checks the cubic identity above.

```lean
/-- Exact expansion of the Doppler-shifted response `w²/(w - qc)²` to first order in `q`,
with remainder `q²` times the kernel. -/
theorem doppler_expansion {w q c : ℝ} (hw : w ≠ 0) (h : w - q * c ≠ 0) :
    w ^ 2 / (w - q * c) ^ 2 = 1 + 2 * q * c / w + q ^ 2 * kernel w q c := by
  unfold kernel
  field_simp
  ring
```

## Averaging over the streams

Multiply ε = 0 by w² and insert the expansion for each stream, with Kᵢ = K(w, q, vᵢ):

  w² = w0² ∑ᵢ pᵢ + (2 w0² q/w) ∑ᵢ pᵢ vᵢ + q² w0² ∑ᵢ pᵢ Kᵢ.

With ∑ pᵢ = 1 and ⟨v⟩ = 0 the first term is w0² and the second vanishes, so for q ≠ 0

  (w² − w0²)/q² = w0² ∑ᵢ pᵢ Kᵢ

holds exactly. In `exact_dispersion`, `h1` is ε = 0 rearranged, `h2` is the expansion summed term by term, and the last `linear_combination` substitutes `h1`, the normalisation `hp` and the zero mean `hv'`. The hypothesis `hres` says that no stream moves at the phase velocity w/q.

```lean
/-- For normalised weights and zero mean velocity, a nonresonant nonzero root `w` of `ε(q, ·)`
with `q ≠ 0` obeys `(w² - w0²)/q² = w0² ∑ pᵢ K(w, q, vᵢ)`. -/
theorem exact_dispersion {p v : ι → ℝ} {w0 q w : ℝ} (hp : ∑ i, p i = 1) (hv : mean p v = 0)
    (hw : w ≠ 0) (hres : ∀ i, w - q * v i ≠ 0) (hq : q ≠ 0)
    (heps : dielectric p v w0 q w = 0) :
    (w ^ 2 - w0 ^ 2) / q ^ 2 = w0 ^ 2 * ∑ i, p i * kernel w q (v i) := by
  have h1 : ∑ i, p i * (w0 ^ 2 / (w - q * v i) ^ 2) = 1 := by
    unfold dielectric at heps
    linarith
  have hv' : ∑ i, p i * v i = 0 := hv
  -- average the expansion over the streams
  have h2 : w ^ 2 * ∑ i, p i * (w0 ^ 2 / (w - q * v i) ^ 2)
      = w0 ^ 2 * ∑ i, p i + (w0 ^ 2 * 2 * q / w) * ∑ i, p i * v i
        + q ^ 2 * (w0 ^ 2 * ∑ i, p i * kernel w q (v i)) := by
    simp only [Finset.mul_sum, ← Finset.sum_add_distrib]
    refine Finset.sum_congr rfl fun i _ => ?_
    linear_combination (p i * w0 ^ 2) * doppler_expansion hw (hres i)
  -- the term linear in q drops out since the mean velocity vanishes
  rw [div_eq_iff (pow_ne_zero 2 hq)]
  linear_combination h2 - w ^ 2 * h1 + w0 ^ 2 * hp + (w0 ^ 2 * 2 * q / w) * hv'
```

## The limit along the branch

A branch is any function w(q) with w(q) → w0 as q → 0. The filter `𝓝[≠] 0` lets q approach zero from both sides through nonzero values, so w(0) plays no part, and no continuity or differentiability of w is assumed. Because qc → 0, the Doppler-shifted frequency w(q) − qc also tends to w0.

```lean
/-- If `w(q) → w0` as `q → 0`, the Doppler-shifted frequency `w(q) - q c` also tends to `w0`. -/
theorem doppler_limit {w : ℝ → ℝ} {w0 : ℝ} (hw : Tendsto w (𝓝[≠] 0) (𝓝 w0)) (c : ℝ) :
    Tendsto (fun q => w q - q * c) (𝓝[≠] 0) (𝓝 w0) := by
  have hq : Tendsto (fun q : ℝ => q) (𝓝[≠] 0) (𝓝 0) :=
    tendsto_id.mono_left nhdsWithin_le_nhds
  simpa using hw.sub (hq.mul_const c)
```

For w0 ≠ 0 the numerator of K tends to 3c² w0 and the denominator to w0³, hence

  K → 3c²/w0².

The proof builds this from the limit rules for difference, product and quotient, and `e` simplifies the value.

```lean
/-- Along a branch `w(q) → w0 ≠ 0` the kernel tends to `3 c² / w0²` as `q → 0`. -/
theorem kernel_limit {w : ℝ → ℝ} {w0 : ℝ} (h0 : w0 ≠ 0) (hw : Tendsto w (𝓝[≠] 0) (𝓝 w0))
    (c : ℝ) : Tendsto (fun q => kernel (w q) q c) (𝓝[≠] 0) (𝓝 (3 * c ^ 2 / w0 ^ 2)) := by
  have hq : Tendsto (fun q : ℝ => q) (𝓝[≠] 0) (𝓝 0) :=
    tendsto_id.mono_left nhdsWithin_le_nhds
  have h := (((hw.const_mul 3).sub ((hq.const_mul 2).mul_const c)).const_mul (c ^ 2)).div
    (hw.mul ((doppler_limit hw c).pow 2)) (mul_ne_zero h0 (pow_ne_zero 2 h0))
  have e : 3 * c ^ 2 / w0 ^ 2 = c ^ 2 * (3 * w0 - 2 * 0 * c) / (w0 * w0 ^ 2) := by
    field_simp
    ring
  rw [e]
  exact h
```

Summing over the finitely many streams gives

  (w(q)² − w0²)/q² → w0² ∑ᵢ pᵢ · 3vᵢ²/w0² = 3⟨v²⟩.

In words, `plasmon_dispersion` assumes normalised weights (`hp`), the rest frame of the gas (`hv`), a nonzero plasma frequency (`h0`), a branch tending to w0 (`hw`), and ε(q, w(q)) = 0 for all sufficiently small nonzero q (`heps`). The existence of the branch is assumed, not derived. Either sign of w0 is allowed and the weights need not be positive. The conclusion is a limit, with no bound on the error at finite q. Lean's division by zero returns 0, so a resonant stream would drop out of `dielectric`; `filter_upwards` therefore collects, for small q, that w(q) ≠ 0, that every w(q) − q vᵢ ≠ 0 and that q ≠ 0, and only there applies the exact identity.

```lean
/-- Plasmon dispersion coefficient: for normalised weights and zero mean velocity, a branch of
zeros of `ε` with `w(q) → w0 ≠ 0` satisfies `(w(q)² - w0²)/q² → 3⟨v²⟩` as `q → 0`. -/
theorem plasmon_dispersion {p v : ι → ℝ} {w : ℝ → ℝ} {w0 : ℝ} (hp : ∑ i, p i = 1)
    (hv : mean p v = 0) (h0 : w0 ≠ 0) (hw : Tendsto w (𝓝[≠] 0) (𝓝 w0))
    (heps : ∀ᶠ q in 𝓝[≠] 0, dielectric p v w0 q (w q) = 0) :
    Tendsto (fun q => (w q ^ 2 - w0 ^ 2) / q ^ 2) (𝓝[≠] 0)
      (𝓝 (3 * mean p fun i => v i ^ 2)) := by
  have hs : Tendsto (fun q => ∑ i, p i * kernel (w q) q (v i)) (𝓝[≠] 0)
      (𝓝 (∑ i, p i * (3 * v i ^ 2 / w0 ^ 2))) := by
    exact tendsto_finsetSum _ fun i _ => (kernel_limit h0 hw (v i)).const_mul (p i)
  have e : (3 * mean p fun i => v i ^ 2) = w0 ^ 2 * ∑ i, p i * (3 * v i ^ 2 / w0 ^ 2) := by
    unfold mean
    rw [Finset.mul_sum, Finset.mul_sum]
    refine Finset.sum_congr rfl fun i _ => ?_
    field_simp
  rw [e]
  refine (hs.const_mul (w0 ^ 2)).congr' ?_
  -- for small q no stream is resonant, so the exact identity applies
  filter_upwards [heps, hw.eventually_ne h0,
    eventually_all.2 fun i => (doppler_limit hw (v i)).eventually_ne h0,
    self_mem_nhdsWithin] with q h1 h2 h3 h4
  exact (exact_dispersion hp hv h2 h3 h4 h1).symm
```

## Equal weights, the frequency shift and drift

For N > 0 velocities v₀, …, v_{N−1}, indexed by `Fin N`, and w0 > 0, the choice pᵢ = 1/N turns the condition into 1 = (1/N) ∑ᵢ w0²/(w − q vᵢ)² and the limit into 3(1/N) ∑ᵢ vᵢ². At N = 1 zero mean forces v₀ = 0, the condition reads w² = w0², and the coefficient is 0: a cold gas has no dispersion.

```lean
/-- `N` equally weighted velocities of mean zero: a branch `w(q) → w0 > 0` solving
`1 = (1/N) ∑ w0²/(w - q vᵢ)²` for small `q ≠ 0` has `(w² - w0²)/q² → 3 (1/N) ∑ vᵢ²`. -/
theorem plasmon_dispersion_equal_weights {N : ℕ} (hN : 0 < N) {v : Fin N → ℝ} {w : ℝ → ℝ}
    {w0 : ℝ} (hv : (1 / N : ℝ) * ∑ i, v i = 0) (h0 : 0 < w0)
    (hw : Tendsto w (𝓝[≠] 0) (𝓝 w0))
    (heps : ∀ᶠ q in 𝓝[≠] 0, 1 = (1 / N : ℝ) * ∑ i, w0 ^ 2 / (w q - q * v i) ^ 2) :
    Tendsto (fun q => (w q ^ 2 - w0 ^ 2) / q ^ 2) (𝓝[≠] 0)
      (𝓝 (3 * ((1 / N : ℝ) * ∑ i, v i ^ 2))) := by
  have hN' : (N : ℝ) ≠ 0 := Nat.cast_ne_zero.2 hN.ne'
  rw [Finset.mul_sum] at hv ⊢
  refine plasmon_dispersion (p := fun _ => (1 / N : ℝ)) (v := v) ?_ hv h0.ne' hw ?_
  · simp [hN']
  · filter_upwards [heps] with q hq
    rw [Finset.mul_sum] at hq
    exact sub_eq_zero.2 hq
```

Under the hypotheses of `plasmon_dispersion`, zero mean velocity included, dividing w² − w0² = (w − w0)(w + w0) by w + w0, which tends to 2w0 ≠ 0, gives the shift of the frequency itself:

  (w(q) − w0)/q² → 3⟨v²⟩/(2 w0).

```lean
/-- Frequency shift along the branch: `(w(q) - w0)/q² → 3⟨v²⟩ / (2 w0)` as `q → 0`. -/
theorem frequency_shift {p v : ι → ℝ} {w : ℝ → ℝ} {w0 : ℝ} (hp : ∑ i, p i = 1)
    (hv : mean p v = 0) (h0 : w0 ≠ 0) (hw : Tendsto w (𝓝[≠] 0) (𝓝 w0))
    (heps : ∀ᶠ q in 𝓝[≠] 0, dielectric p v w0 q (w q) = 0) :
    Tendsto (fun q => (w q - w0) / q ^ 2) (𝓝[≠] 0)
      (𝓝 ((3 * mean p fun i => v i ^ 2) / (2 * w0))) := by
  have h2 : w0 + w0 ≠ 0 := fun h => h0 (by linarith)
  have h := (plasmon_dispersion hp hv h0 hw heps).div (hw.add_const w0) h2
  rw [two_mul]
  refine h.congr' ?_
  filter_upwards [(hw.add_const w0).eventually_ne h2] with q hq
  show (w q ^ 2 - w0 ^ 2) / q ^ 2 / (w q + w0) = (w q - w0) / q ^ 2
  rw [div_eq_iff hq]
  ring
```

Now keep the other hypotheses of `plasmon_dispersion` but let the mean velocity u = ⟨v⟩ be arbitrary, and set v′ᵢ = vᵢ − u and w′ = w − qu. Then ⟨v′⟩ = u − u = 0, w′ → w0, and w′ − q v′ᵢ = w − q vᵢ leaves ε unchanged, so

  ((w(q) − qu)² − w0²)/q² → 3⟨(v − u)²⟩.

These three facts are the arguments that `plasmon_dispersion_drift` passes to the main theorem.

```lean
/-- Drifting gas with mean velocity `u = ⟨v⟩`: along the branch,
`((w(q) - q u)² - w0²)/q² → 3⟨(v - u)²⟩` as `q → 0`. -/
theorem plasmon_dispersion_drift {p v : ι → ℝ} {w : ℝ → ℝ} {w0 : ℝ} (hp : ∑ i, p i = 1)
    (h0 : w0 ≠ 0) (hw : Tendsto w (𝓝[≠] 0) (𝓝 w0))
    (heps : ∀ᶠ q in 𝓝[≠] 0, dielectric p v w0 q (w q) = 0) :
    Tendsto (fun q => ((w q - q * mean p v) ^ 2 - w0 ^ 2) / q ^ 2) (𝓝[≠] 0)
      (𝓝 (3 * mean p fun i => (v i - mean p v) ^ 2)) := by
  -- pass to the frame moving with the mean velocity
  refine plasmon_dispersion (v := fun i => v i - mean p v) (w := fun q => w q - q * mean p v)
    hp ?_ h0 (doppler_limit hw _) ?_
  · show ∑ i, p i * (v i - mean p v) = 0
    simp only [mul_sub, Finset.sum_sub_distrib, ← Finset.sum_mul, hp, one_mul]
    exact sub_self _
  · filter_upwards [heps] with q hq
    have e : ∀ i, w q - q * mean p v - q * (v i - mean p v) = w q - q * v i := fun i => by ring
    unfold dielectric at hq ⊢
    simpa only [e] using hq
```

## Two opposite streams in closed form

For velocities ±c with weights 1/2, a root W of ε satisfies 2 = w0²/(W − qc)² + w0²/(W + qc)². With P = (W − qc)(W + qc) = W² − q²c², clearing denominators gives

  P² = w0²(W² + q²c²) = w0²(P + 2q²c²).

For w0 > 0 the positive solution is

  P = w0²/2 + w0 s,  s = √(w0²/4 + 2q²c²),

so that W² = q²c² + w0²/2 + w0 s. The other solution, P = w0²/2 − w0 s, gives W² = q²c² + w0²/2 − w0 s, which is negative for 0 < q²c² < w0²: two opposite streams also carry a growing mode at small q (the two-stream instability). The example is therefore a solvable test of the limit along the plasmon branch, not a stable equilibrium gas.

```lean
/-- The frequency `√(q²c² + w0²/2 + w0 √(w0²/4 + 2q²c²))`. -/
def twoStream (w0 c q : ℝ) : ℝ :=
  Real.sqrt ((q * c) ^ 2 + w0 ^ 2 / 2 + w0 * Real.sqrt (w0 ^ 2 / 4 + 2 * (q * c) ^ 2))
```

The proof runs these steps backwards: `hP` is the value of P, its positivity gives `hne` (neither stream is resonant), `key` is the quadratic equation, and `h` restores the fractions. The root is exact at every q.

```lean
/-- For two equally weighted streams `±c` and `w0 > 0`, `twoStream` is a zero of `ε` at all `q`. -/
theorem twoStream_root {w0 : ℝ} (h0 : 0 < w0) (c q : ℝ) :
    dielectric ![1 / 2, 1 / 2] ![c, -c] w0 q (twoStream w0 c q) = 0 := by
  obtain ⟨s, hs0, hs, hW⟩ : ∃ s : ℝ, 0 ≤ s ∧ s ^ 2 = w0 ^ 2 / 4 + 2 * (q * c) ^ 2 ∧
      twoStream w0 c q ^ 2 = (q * c) ^ 2 + w0 ^ 2 / 2 + w0 * s :=
    ⟨Real.sqrt (w0 ^ 2 / 4 + 2 * (q * c) ^ 2), Real.sqrt_nonneg _,
      Real.sq_sqrt (by positivity), Real.sq_sqrt (by positivity)⟩
  generalize twoStream w0 c q = W at hW ⊢
  have hP : (W - q * c) * (W + q * c) = w0 ^ 2 / 2 + w0 * s := by linear_combination hW
  have hne : (W - q * c) * (W + q * c) ≠ 0 := by rw [hP]; positivity
  have h1 := pow_ne_zero 2 (left_ne_zero_of_mul hne)
  have h2 := pow_ne_zero 2 (right_ne_zero_of_mul hne)
  have key : ((W - q * c) * (W + q * c)) ^ 2 = w0 ^ 2 * (W ^ 2 + (q * c) ^ 2) := by
    rw [hP, hW]
    linear_combination w0 ^ 2 * hs
  have h : w0 ^ 2 / (W - q * c) ^ 2 + w0 ^ 2 / (W + q * c) ^ 2 = 2 := by
    rw [div_add_div _ _ h1 h2, div_eq_iff (mul_ne_zero h1 h2)]
    linear_combination (-2) * key
  simp only [dielectric, Fin.sum_univ_two, Matrix.cons_val_zero, Matrix.cons_val_one,
    mul_neg, sub_neg_eq_add]
  linarith
```

At q = 0 one has s = w0/2 and W = w0, and W is continuous in q, so W → w0. `twoStream_witness` records this with the normalisation, the zero mean, ⟨v²⟩ = c² and the root condition, which for w0 > 0 supplies everything the main theorem asks for. The limit is then 3c².

For w0 = c = 1 and q = 0.1, s = √0.27 ≈ 0.51962 and W² ≈ 1.02962, so (W² − 1)/q² ≈ 2.96 against the limit 3, and W ≈ 1.01470 gives (W − 1)/q² ≈ 1.47 against 3/2. At q = 0.01, s ≈ 0.50019996 and the first ratio is about 2.9996. These decimals are ordinary arithmetic on the closed formula and appear in no theorem.

```lean
/-- Two equally weighted streams `±c` with the branch `twoStream` meet the hypotheses of the
dispersion theorem, with mean square velocity `c²`. -/
theorem twoStream_witness {w0 : ℝ} (h0 : 0 < w0) (c : ℝ) :
    ∑ i, (![1 / 2, 1 / 2] : Fin 2 → ℝ) i = 1 ∧ mean ![1 / 2, 1 / 2] ![c, -c] = 0 ∧
    (mean ![1 / 2, 1 / 2] fun i => ![c, -c] i ^ 2) = c ^ 2 ∧
    Tendsto (twoStream w0 c) (𝓝[≠] 0) (𝓝 w0) ∧
    ∀ᶠ q in 𝓝[≠] 0, dielectric ![1 / 2, 1 / 2] ![c, -c] w0 q (twoStream w0 c q) = 0 := by
  refine ⟨?_, ?_, ?_, ?_, Eventually.of_forall (twoStream_root h0 c)⟩
  · simp only [Fin.sum_univ_two, Matrix.cons_val_zero, Matrix.cons_val_one]
    norm_num
  · simp only [mean, Fin.sum_univ_two, Matrix.cons_val_zero, Matrix.cons_val_one]
    ring
  · simp only [mean, Fin.sum_univ_two, Matrix.cons_val_zero, Matrix.cons_val_one]
    ring
  · have hc : Continuous fun q => twoStream w0 c q := by
      unfold twoStream
      fun_prop
    have hv : twoStream w0 c 0 = w0 := by
      have e1 : w0 ^ 2 / 4 + 2 * (0 * c) ^ 2 = (w0 / 2) ^ 2 := by ring
      have e2 : (0 * c) ^ 2 + w0 ^ 2 / 2 + w0 * (w0 / 2) = w0 ^ 2 := by ring
      unfold twoStream
      rw [e1, Real.sqrt_sq (by positivity : 0 ≤ w0 / 2), e2, Real.sqrt_sq h0.le]
    exact (hc.tendsto' 0 w0 hv).mono_left nhdsWithin_le_nhds

end

end PlasmonDispersion
```

```lean
#print axioms PlasmonDispersion.plasmon_dispersion
-- 'PlasmonDispersion.plasmon_dispersion' depends on axioms: [propext, Classical.choice, Quot.sound]
#print axioms PlasmonDispersion.plasmon_dispersion_equal_weights
-- 'PlasmonDispersion.plasmon_dispersion_equal_weights' depends on axioms: [propext, Classical.choice, Quot.sound]
#print axioms PlasmonDispersion.frequency_shift
-- 'PlasmonDispersion.frequency_shift' depends on axioms: [propext, Classical.choice, Quot.sound]
#print axioms PlasmonDispersion.plasmon_dispersion_drift
-- 'PlasmonDispersion.plasmon_dispersion_drift' depends on axioms: [propext, Classical.choice, Quot.sound]
```
